# McWeeny purification of one occupation number converges to 0, 1/2 or 1 when |2x₀ − 1| < √5

In a linear-scaling electronic-structure calculation, an approximate one-particle density matrix $P$ can be purified by repeating $P\mapsto 3P^2-2P^3$. In an orthonormal basis of spin orbitals its eigenvalues are occupation numbers, which for a single Slater determinant should end at 0 or 1. One step maps the interval $[-1/2,3/2]$ into $[0,1]$. This interval is called safe here because the iterates then stay in $[0,1]$, not because every occupation reaches the right limit: a start at 1.4 goes to 0.392 and then on to 0. A poorly scaled initial guess may have an eigenvalue outside the safe interval; what happens to that eigenvalue?

```lean
import Mathlib

open Filter Topology

namespace McWeenyTrichotomy
```

For a Hermitian $P$, each eigenvalue evolves separately under the same polynomial. This reduction from matrix to eigenvalues is assumed here; the Lean model follows one real number $x$, without rounding or matrix truncation. Write $f(x)=3x^2-2x^3$ for one step, $x_0=x$ and $x_{n+1}=f(x_n)$. In Lean, $f$ is `mcWeeny` and $x_n$ is `mcWeeny^[n] x`.

```lean
/-- One McWeeny purification step for a single occupation number. -/
def mcWeeny (x : ℝ) : ℝ := 3 * x ^ 2 - 2 * x ^ 3
```

## Centred occupations and particle-hole symmetry

Put $y=2x-1$, so that half occupation is $y=0$. Substituting $x=(1+y)/2$ gives

$$2f(x)-1=\tfrac12(2+3y-y^3)-1=\tfrac12\,y(3-y^2).$$

```lean
/-- In the centred occupation `y = 2x - 1` the purification step reads `y ↦ y (3 - y²) / 2`. -/
theorem mcWeeny_centred (x : ℝ) :
    2 * mcWeeny x - 1 = (2 * x - 1) * (3 - (2 * x - 1) ^ 2) / 2 := by
  simp only [mcWeeny]
  ring
```

This map is odd in $y$, hence $f(1-x)=1-f(x)$. Induction on $n$ extends the symmetry to every iterate.

```lean
/-- Particle-hole symmetry: purifying the hole occupation `1 - x` for `n` steps gives
one minus the purified particle occupation. -/
theorem iterate_particle_hole (x : ℝ) (n : ℕ) :
    mcWeeny^[n] (1 - x) = 1 - mcWeeny^[n] x := by
  have step : ∀ u : ℝ, mcWeeny (1 - u) = 1 - mcWeeny u := by
    intro u
    simp only [mcWeeny]
    ring
  induction n with
  | zero => rfl
  | succ n ih =>
    rw [Function.iterate_succ_apply', Function.iterate_succ_apply', ih, step]
```

Convergence does not depend on the first $N$ steps. Lean writes $x_n\to a$ as `Tendsto … atTop (𝓝 a)`, and the next lemma shifts the index by $N$.

```lean
/-- If the iteration restarted from its `N`-th iterate converges, then the whole iteration
converges to the same limit. -/
theorem tendsto_of_tail {x a : ℝ} (N : ℕ)
    (h : Tendsto (fun n => mcWeeny^[n] (mcWeeny^[N] x)) atTop (𝓝 a)) :
    Tendsto (fun n => mcWeeny^[n] x) atTop (𝓝 a) :=
  (tendsto_add_atTop_iff_nat N).mp (by simpa only [Function.iterate_add_apply] using h)
```

## Filling and emptying

Let $1/2<x\le1$, and suppose the current iterate $u$ satisfies $x\le u\le1$. Then

$$f(u)-u=u(1-u)(2u-1)\ge0,\qquad 1-f(u)=(1-u)\,[(1-u)(1+2u)]\ge0.$$

The bracket equals $\tfrac32-u-2(u-\tfrac12)^2\le\tfrac32-x$. Each step therefore multiplies the error by at most $\tfrac32-x<1$, and induction gives $1-x_n\le(\tfrac32-x)^n$. This bound understates the speed near 1, where $1-f(u)\le3(1-u)^2$ makes the convergence quadratic. Lean names the iterate `u` with `generalize`, and `nlinarith` uses the same square.

```lean
/-- For an occupation `1/2 < x ≤ 1`, the distance of the `n`-th iterate from full occupation
is at most `(3/2 - x)ⁿ`, and the iterates stay between `x` and `1`. -/
theorem filling_error_bound {x : ℝ} (h0 : 1 / 2 < x) (h1 : x ≤ 1) (n : ℕ) :
    x ≤ mcWeeny^[n] x ∧ mcWeeny^[n] x ≤ 1 ∧ 1 - mcWeeny^[n] x ≤ (3 / 2 - x) ^ n := by
  induction n with
  | zero =>
    simp only [Function.iterate_zero, id_eq, pow_zero]
    exact ⟨le_refl x, h1, by linarith⟩
  | succ n ih =>
    rw [Function.iterate_succ_apply']
    generalize mcWeeny^[n] x = u at ih ⊢
    obtain ⟨hxu, hu1, herr⟩ := ih
    have a1 : 0 ≤ 1 - u := by linarith
    have a2 : 0 ≤ 1 + 2 * u := by linarith
    have a3 : 0 ≤ 2 * u - 1 := by linarith
    have a4 : 0 ≤ u := by linarith
    -- the gain and the remaining error of one step, in factored form
    have gain : mcWeeny u - u = u * (1 - u) * (2 * u - 1) := by
      simp only [mcWeeny]
      ring
    have err : 1 - mcWeeny u = (1 - u) * ((1 - u) * (1 + 2 * u)) := by
      simp only [mcWeeny]
      ring
    have hgain : 0 ≤ u * (1 - u) * (2 * u - 1) := mul_nonneg (mul_nonneg a4 a1) a3
    have hfac0 : 0 ≤ (1 - u) * (1 + 2 * u) := mul_nonneg a1 a2
    have herr0 := mul_nonneg a1 hfac0
    have hfac : (1 - u) * (1 + 2 * u) ≤ 3 / 2 - x := by
      nlinarith [sq_nonneg (u - 1 / 2)]
    refine ⟨by linarith, by linarith, ?_⟩
    rw [err, pow_succ]
    exact mul_le_mul herr hfac hfac0 (pow_nonneg (by linarith) n)
```

If $x>1/2$ and $y^2<3$, the centred formula gives $f(x)>1/2$, while $1-f(x)=(1-x)^2(1+2x)\ge0$. So $x_1\in(1/2,1]$, and $1-(\tfrac32-x_1)^n\le x_{n+1}\le1$ squeezes the iterates to 1.

```lean
/-- An occupation above `1/2` with `(2x - 1)² < 3` is purified to `1`. -/
theorem tendsto_one {x : ℝ} (h0 : 1 / 2 < x) (h3 : (2 * x - 1) ^ 2 < 3) :
    Tendsto (fun n => mcWeeny^[n] x) atTop (𝓝 1) := by
  -- a single step leads into the interval (1/2, 1]
  have hpos : 0 < (2 * x - 1) * (3 - (2 * x - 1) ^ 2) :=
    mul_pos (by linarith) (by linarith)
  have hlow : 1 / 2 < mcWeeny x := by linarith [mcWeeny_centred x]
  have hup : mcWeeny x ≤ 1 := by
    have e : 1 - mcWeeny x = (1 - x) ^ 2 * (1 + 2 * x) := by
      simp only [mcWeeny]
      ring
    have : 0 ≤ (1 - x) ^ 2 * (1 + 2 * x) := mul_nonneg (sq_nonneg _) (by linarith)
    linarith
  refine tendsto_of_tail 1 ?_
  rw [Function.iterate_one]
  have hr : Tendsto (fun n : ℕ => 1 - (3 / 2 - mcWeeny x) ^ n) atTop (𝓝 1) := by
    simpa using (tendsto_pow_atTop_nhds_zero_of_lt_one
      (by linarith : 0 ≤ 3 / 2 - mcWeeny x) (by linarith)).const_sub 1
  exact tendsto_of_tendsto_of_tendsto_of_le_of_le hr tendsto_const_nhds
    (fun n => by
      have := (filling_error_bound hlow hup n).2.2
      show 1 - (3 / 2 - mcWeeny x) ^ n ≤ mcWeeny^[n] (mcWeeny x)
      linarith)
    (fun n => (filling_error_bound hlow hup n).2.1)
```

Applying this to $1-x$ gives the limit 0 for starts below $1/2$ that also satisfy $(2x-1)^2<3$.

```lean
/-- An occupation below `1/2` with `(2x - 1)² < 3` is purified to `0`. -/
theorem tendsto_zero {x : ℝ} (h0 : x < 1 / 2) (h3 : (2 * x - 1) ^ 2 < 3) :
    Tendsto (fun n => mcWeeny^[n] x) atTop (𝓝 0) := by
  have h := (tendsto_one (x := 1 - x) (by linarith) (by nlinarith)).const_sub 1
  simpa only [iterate_particle_hole, sub_sub_cancel, sub_self] using h
```

## Why starts further out come back

The hypothesis $|2x-1|<\sqrt5$ limits how badly the guess may be scaled: $x$ must lie between about $-0.618$ and $1.618$. Let $y_n=2x_n-1$ and suppose $y_n^2>3$ for every $n$. With $s=y_0^2$, we have $3<s<5$, so $q=(s-3)^2/4<1$. If $y_n^2\le sq^n$, then $y_n^2\le s$ and

$$y_{n+1}^2=y_n^2\,\frac{(y_n^2-3)^2}{4}\le q\,y_n^2\le s q^{n+1}.$$

Once $q^n<3/5$, this gives $y_n^2<3s/5<3$, a contradiction. The induction is `decay` in the code.

```lean
/-- Every start with `|2x - 1| < √5` has an iterate whose centred occupation
has square at most `3`. -/
theorem enters_core {x : ℝ} (hx : |2 * x - 1| < √5) :
    ∃ n, (2 * mcWeeny^[n] x - 1) ^ 2 ≤ 3 := by
  by_contra hcon
  have h : ∀ n, 3 < (2 * mcWeeny^[n] x - 1) ^ 2 :=
    fun n => lt_of_not_ge fun hn => hcon ⟨n, hn⟩
  have h5 : (2 * x - 1) ^ 2 < 5 := by
    have := (Real.lt_sqrt (abs_nonneg _)).mp hx
    rwa [sq_abs] at this
  have h3 : 3 < (2 * x - 1) ^ 2 := h 0
  obtain ⟨s, hs⟩ : ∃ s, s = (2 * x - 1) ^ 2 := ⟨_, rfl⟩
  rw [← hs] at h5 h3
  have hq0 : 0 ≤ (s - 3) ^ 2 / 4 := by positivity
  have hq1 : (s - 3) ^ 2 / 4 < 1 := by
    nlinarith [mul_pos (sub_pos.mpr h5) (by linarith : 0 < s - 1)]
  -- since `3 < s < 5` and no iterate has square at most 3, the squares decay geometrically
  have decay : ∀ n, (2 * mcWeeny^[n] x - 1) ^ 2 ≤ s * ((s - 3) ^ 2 / 4) ^ n := by
    intro n
    induction n with
    | zero => simp [hs]
    | succ n ih =>
      have hn := h n
      rw [Function.iterate_succ_apply', mcWeeny_centred]
      generalize 2 * mcWeeny^[n] x - 1 = y at ih hn ⊢
      have hys : y ^ 2 ≤ s :=
        ih.trans (mul_le_of_le_one_right (by linarith) (pow_le_one₀ hq0 hq1.le))
      have hsq : (y ^ 2 - 3) ^ 2 ≤ (s - 3) ^ 2 :=
        pow_le_pow_left₀ (by linarith) (by linarith) 2
      calc (y * (3 - y ^ 2) / 2) ^ 2 = y ^ 2 * ((y ^ 2 - 3) ^ 2 / 4) := by ring
        _ ≤ y ^ 2 * ((s - 3) ^ 2 / 4) :=
            mul_le_mul_of_nonneg_left (by linarith) (sq_nonneg y)
        _ ≤ s * ((s - 3) ^ 2 / 4) ^ n * ((s - 3) ^ 2 / 4) :=
            mul_le_mul_of_nonneg_right ih hq0
        _ = s * ((s - 3) ^ 2 / 4) ^ (n + 1) := by ring
  obtain ⟨n, hn⟩ := exists_pow_lt_of_lt_one (by norm_num : (0 : ℝ) < 3 / 5) hq1
  have hlt := mul_lt_mul_of_pos_left hn (by linarith : 0 < s)
  linarith [h n, decay n]
```

At the excluded limit $|y|=\sqrt5$, the step gives $y\mapsto-y$, so the occupation alternates between two values and never settles. This endpoint calculation is an aside to the Lean development.

## The three limits

Take $N$ with $y_N^2\le3$. If the inequality is strict, $x_N$ lies below, at or above $1/2$, and the earlier results apply. If $y_N^2=3$, then $y_{N+1}=0$, so $x_{N+1}=1/2$.

```lean
/-- For `|2x - 1| < √5` the iterates converge to `0`, or hit `1/2` exactly after finitely many
steps, or converge to `1`. -/
theorem purified_or_hits_half {x : ℝ} (hx : |2 * x - 1| < √5) :
    Tendsto (fun n => mcWeeny^[n] x) atTop (𝓝 0) ∨ (∃ n, mcWeeny^[n] x = 1 / 2) ∨
      Tendsto (fun n => mcWeeny^[n] x) atTop (𝓝 1) := by
  obtain ⟨N, hN⟩ := enters_core hx
  rcases hN.lt_or_eq with hlt | heq
  · rcases lt_trichotomy (mcWeeny^[N] x) (1 / 2) with h | h | h
    · exact Or.inl (tendsto_of_tail N (tendsto_zero h hlt))
    · exact Or.inr (Or.inl ⟨N, h⟩)
    · exact Or.inr (Or.inr (tendsto_of_tail N (tendsto_one h hlt)))
  · -- if the centred occupation has square exactly 3, the next iterate is exactly 1/2
    refine Or.inr (Or.inl ⟨N + 1, ?_⟩)
    have hc := mcWeeny_centred (mcWeeny^[N] x)
    rw [heq, sub_self, mul_zero, zero_div] at hc
    rw [Function.iterate_succ_apply']
    linarith
```

Since $f(1/2)=3/4-1/4=1/2$, an iterate that reaches half occupation stays there.

```lean
/-- If some iterate equals `1/2`, the iteration converges to `1/2`. -/
theorem tendsto_half_of_hit {x : ℝ} (h : ∃ n, mcWeeny^[n] x = 1 / 2) :
    Tendsto (fun n => mcWeeny^[n] x) atTop (𝓝 (1 / 2)) := by
  obtain ⟨N, hN⟩ := h
  have hfix : mcWeeny (1 / 2) = 1 / 2 := by norm_num [mcWeeny]
  refine tendsto_of_tail N ?_
  simp only [hN, Function.iterate_fixed hfix]
  exact tendsto_const_nhds
```

The main theorem says that some `a` in the set $\{0,1/2,1\}$ is the limit. It does not say that an occupied state stays occupied.

```lean
/-- Global trichotomy: for every real start with `|2x - 1| < √5` the McWeeny iterates
converge, and the limit is `0`, `1/2` or `1`. -/
theorem mcWeeny_trichotomy {x : ℝ} (hx : |2 * x - 1| < √5) :
    ∃ a ∈ ({0, 1 / 2, 1} : Set ℝ), Tendsto (fun n => mcWeeny^[n] x) atTop (𝓝 a) := by
  rcases purified_or_hits_half hx with h | h | h
  · exact ⟨0, by simp, h⟩
  · exact ⟨1 / 2, by simp, tendsto_half_of_hit h⟩
  · exact ⟨1, by simp, h⟩
```

Limits are unique, so a sequence tending to $1/2$ cannot also tend to 0 or 1. Under the same hypothesis, the limit is therefore $1/2$ exactly when some iterate equals $1/2$.

```lean
/-- For `|2x - 1| < √5` the limit is `1/2` exactly when some iterate equals `1/2`. -/
theorem tendsto_half_iff {x : ℝ} (hx : |2 * x - 1| < √5) :
    Tendsto (fun n => mcWeeny^[n] x) atTop (𝓝 (1 / 2)) ↔ ∃ n, mcWeeny^[n] x = 1 / 2 := by
  refine ⟨fun h => ?_, tendsto_half_of_hit⟩
  rcases purified_or_hits_half hx with h0 | h0 | h0
  · have := tendsto_nhds_unique h h0
    norm_num at this
  · exact h0
  · have := tendsto_nhds_unique h h0
    norm_num at this
```

## Three starts above 3/2

From $x_0=31/20=1.55$,

$$x_1=7.2075-7.44775=-0.24025.$$

Here $y_1^2\approx2.19<3$ and $x_1<1/2$, so the limit is 0. From $x_0=8/5$, $x_1=7.68-8.192=-0.512$ and $x_2\approx1.055$, so the limit is 1.

For the limit $1/2$, note that $f(3/2)=0$ and $f(8/5)=-0.512$. The value $(1-\sqrt3)/2\approx-0.366$ lies between them, so by continuity some $x_0\in(3/2,8/5]$ has it as $x_1$. Then $y_1=-\sqrt3$ and $x_2=1/2$. Lean obtains this start from `intermediate_value_Icc'`. `Set.Ioc` denotes the interval open on the left and closed on the right.

```lean
/-- Above the safe interval `[-1/2, 3/2]` all three limits occur: the start `31/20` goes to `0`,
the start `8/5` goes to `1`, and some start in `(3/2, 8/5]` goes to `1/2`. -/
theorem all_limits_outside_safe_interval :
    Tendsto (fun n => mcWeeny^[n] (31 / 20)) atTop (𝓝 0) ∧
    Tendsto (fun n => mcWeeny^[n] (8 / 5)) atTop (𝓝 1) ∧
    ∃ x ∈ Set.Ioc (3 / 2 : ℝ) (8 / 5),
      Tendsto (fun n => mcWeeny^[n] x) atTop (𝓝 (1 / 2)) := by
  have two : ∀ u : ℝ, mcWeeny^[2] u = mcWeeny (mcWeeny u) := fun _ => rfl
  refine ⟨tendsto_of_tail 1 ?_, tendsto_of_tail 2 ?_, ?_⟩
  · rw [Function.iterate_one]
    exact tendsto_zero (by norm_num [mcWeeny]) (by norm_num [mcWeeny])
  · rw [two]
    exact tendsto_one (by norm_num [mcWeeny]) (by norm_num [mcWeeny])
  · have hs : √3 ^ 2 = (3 : ℝ) := Real.sq_sqrt (by norm_num)
    have hs0 : 0 ≤ √(3 : ℝ) := Real.sqrt_nonneg 3
    have hs1 : 1 < √(3 : ℝ) := by nlinarith
    have hs2 : √(3 : ℝ) < 2 := by nlinarith
    have ha : mcWeeny (3 / 2) = 0 := by norm_num [mcWeeny]
    have hb : mcWeeny (8 / 5) = -64 / 125 := by norm_num [mcWeeny]
    have hc : Continuous mcWeeny := by
      unfold mcWeeny
      fun_prop
    -- a start whose first iterate is (1 - √3)/2, which the second step sends to 1/2
    obtain ⟨x, hx, hfx⟩ := intermediate_value_Icc' (by norm_num : (3 / 2 : ℝ) ≤ 8 / 5)
      hc.continuousOn (show (1 - √3) / 2 ∈ Set.Icc (mcWeeny (8 / 5)) (mcWeeny (3 / 2)) by
        rw [ha, hb]
        exact ⟨by linarith, by linarith⟩)
    have hne : 3 / 2 ≠ x := by
      intro h
      rw [← h, ha] at hfx
      linarith
    refine ⟨x, ⟨lt_of_le_of_ne hx.1 hne, hx.2⟩, tendsto_half_of_hit ⟨2, ?_⟩⟩
    rw [two, hfx]
    simp only [mcWeeny]
    linear_combination (√3 / 4) * hs

end McWeenyTrichotomy
```

```lean
#print axioms McWeenyTrichotomy.mcWeeny_trichotomy
#print axioms McWeenyTrichotomy.tendsto_half_iff
#print axioms McWeenyTrichotomy.all_limits_outside_safe_interval
```

```
'McWeenyTrichotomy.mcWeeny_trichotomy' depends on axioms: [propext, Classical.choice, Quot.sound]
'McWeenyTrichotomy.tendsto_half_iff' depends on axioms: [propext, Classical.choice, Quot.sound]
'McWeenyTrichotomy.all_limits_outside_safe_interval' depends on axioms: [propext, Classical.choice, Quot.sound]
```
